# The lowest Ritz value of imaginary-time-projected trial states with ground-state overlap decreases to the ground-state energy

Correlation function Monte Carlo, one method for computing several states, starts from trial states $f_1,\dots,f_K$ and applies $e^{-tH}$, which damps their high-energy components relative to the low-energy ones. The energies are then estimated from the matrices

$$N(t)_{ij}=\langle f_i,e^{-tH}f_j\rangle,\qquad H(t)_{ij}=\langle f_i,He^{-tH}f_j\rangle .$$

How does the lowest estimate, the infimum of $c^TH(t)c/c^TN(t)c$ over $c\neq0$, behave as the imaginary time $t$ grows? It never increases, and it tends to the lowest eigenvalue of $H$ if some $f_i$ overlaps a ground state. Here $H$ is a real symmetric matrix in a finite orthonormal basis, the $f_i$ are linearly independent, and $\hbar=1$.

In Lean 4 with Mathlib:

```lean
import Mathlib

open Matrix Filter Topology

namespace CorrelationFunctionMonteCarlo

noncomputable section

variable {n κ : Type*} [Fintype n]
```

## A weighted mean of energy levels

For levels $l_a$ and amplitudes $w_a$, not all zero, define

$$M_w(t)=\frac{\sum_a l_a e^{-tl_a}w_a^2}{\sum_a e^{-tl_a}w_a^2}.$$

```lean
/-- The mean of the levels `l` with weights `exp(-t l_a) w_a²`, for nonzero `w`. -/
def spectralMean (l w : n → ℝ) (t : ℝ) : ℝ :=
  (∑ a, l a * (Real.exp (-t * l a) * w a ^ 2)) / ∑ a, Real.exp (-t * l a) * w a ^ 2
```

The denominator is positive. Multiplying by it shows that $M_w(t)\le E$ exactly when $\sum_a(l_a-E)e^{-tl_a}w_a^2\le0$, and likewise with both inequalities reversed.

```lean
/-- The spectral mean lies below or above `E` according to the sign of the weighted sum
of the deviations `l_a - E`. -/
theorem spectralMean_compare {l w : n → ℝ} (hw : w ≠ 0) (t E : ℝ) :
    (spectralMean l w t ≤ E ↔ ∑ a, (l a - E) * (Real.exp (-t * l a) * w a ^ 2) ≤ 0) ∧
    (E ≤ spectralMean l w t ↔ 0 ≤ ∑ a, (l a - E) * (Real.exp (-t * l a) * w a ^ 2)) := by
  obtain ⟨a, ha⟩ := Function.ne_iff.1 hw
  have hp : 0 < ∑ a, Real.exp (-t * l a) * w a ^ 2 :=
    Finset.sum_pos' (fun b _ => by positivity)
      ⟨a, Finset.mem_univ a, by have : w a ≠ 0 := ha; positivity⟩
  simp only [sub_mul, Finset.sum_sub_distrib, ← Finset.mul_sum]
  rw [spectralMean, div_le_iff₀ hp, le_div_iff₀ hp, sub_nonpos, sub_nonneg]
  exact ⟨Iff.rfl, Iff.rfl⟩
```

Let $s\le t$ and $E=M_w(s)$. Whether $l_a$ lies below or above $E$,

$$(l_a-E)e^{-(t-s)l_a}\le(l_a-E)e^{-(t-s)E}.$$

Multiply by $e^{-sl_a}w_a^2\ge0$ and sum. The right side becomes $e^{-(t-s)E}\sum_a(l_a-E)e^{-sl_a}w_a^2$, which vanishes by the choice of $E$. Hence $M_w(t)\le E=M_w(s)$. In the proof, `k` is the displayed inequality.

```lean
/-- The spectral mean does not increase with imaginary time. -/
theorem spectralMean_antitone {l w : n → ℝ} (hw : w ≠ 0) : Antitone (spectralMean l w) := by
  intro s t hst
  have h0 := (spectralMean_compare (l := l) hw s (spectralMean l w s)).1.1 le_rfl
  generalize spectralMean l w s = E at h0 ⊢
  refine (spectralMean_compare hw t E).1.2 (le_trans ?_
    (mul_nonpos_iff.2 (Or.inl ⟨(Real.exp_pos (-(t - s) * E)).le, h0⟩)))
  -- each term is compared with its value at the earlier time
  rw [Finset.mul_sum]
  refine Finset.sum_le_sum fun a _ => ?_
  have e : Real.exp (-t * l a) = Real.exp (-(t - s) * l a) * Real.exp (-s * l a) := by
    rw [← Real.exp_add]; congr 1; ring
  have k : (l a - E) * Real.exp (-(t - s) * l a) ≤ (l a - E) * Real.exp (-(t - s) * E) := by
    rcases le_total (l a) E with h | h
    · exact mul_le_mul_of_nonpos_left (Real.exp_le_exp.2 (by nlinarith)) (by linarith)
    · exact mul_le_mul_of_nonneg_left (Real.exp_le_exp.2 (by nlinarith)) (by linarith)
  have hq : 0 ≤ Real.exp (-s * l a) * w a ^ 2 := by positivity
  rw [e]
  linarith [mul_le_mul_of_nonneg_right k hq]
```

For an upper bound, suppose $w_b\ne0$ and $t>0$. Put $x=t(l_a-l_b)$ in $1+x\le e^x$ and multiply by $e^{-tl_a}$:

$$e^{-tl_a}+t(l_a-l_b)e^{-tl_a}\le e^{-tl_b}.$$

Drop the positive first term, divide by $t$, multiply by $w_a^2$ and sum:

$$\sum_a(l_a-l_b)e^{-tl_a}w_a^2\le\frac{e^{-tl_b}}{t}\sum_a w_a^2 .$$

The denominator of $M_w(t)$ is at least $e^{-tl_b}w_b^2$, so

$$M_w(t)\le l_b+\frac{1}{t}\,\frac{\sum_a w_a^2}{w_b^2}.$$

The two estimates are `h1` and `h2`. The bound contains no spectral gap, but $1/t$ is not the true long-time rate: if $l_b$ is the lowest level with nonzero amplitude, $M_w(t)-l_b$ vanishes exponentially, because the sum is finite.

```lean
/-- If level `b` has nonzero amplitude, the spectral mean at time `t > 0` exceeds `l_b` by at most
the sum of all `w_a²` over `w_b²`, divided by `t`. -/
theorem spectralMean_le_add {l w : n → ℝ} {b : n} (hb : w b ≠ 0) {t : ℝ} (ht : 0 < t) :
    spectralMean l w t ≤ l b + (∑ a, w a ^ 2) / w b ^ 2 / t := by
  have h1 : ∑ a, (l a - l b) * (Real.exp (-t * l a) * w a ^ 2) ≤
      Real.exp (-t * l b) / t * ∑ a, w a ^ 2 := by
    rw [Finset.mul_sum]
    refine Finset.sum_le_sum fun a _ => ?_
    -- the elementary bound `1 + x ≤ exp x` with `x = t (l_a - l_b)`
    have k := mul_le_mul_of_nonneg_right (Real.add_one_le_exp (t * (l a - l b)))
      (Real.exp_pos (-t * l a)).le
    rw [← Real.exp_add, show t * (l a - l b) + -t * l a = -t * l b by ring] at k
    rw [← mul_assoc]
    refine mul_le_mul_of_nonneg_right ?_ (sq_nonneg _)
    rw [le_div_iff₀ ht]
    nlinarith [Real.exp_pos (-t * l a)]
  have h2 : Real.exp (-t * l b) * w b ^ 2 ≤ ∑ a, Real.exp (-t * l a) * w a ^ 2 :=
    Finset.single_le_sum (f := fun a => Real.exp (-t * l a) * w a ^ 2)
      (fun _ _ => mul_nonneg (Real.exp_pos _).le (sq_nonneg _)) (Finset.mem_univ b)
  have hd : 0 ≤ (∑ a, w a ^ 2) / w b ^ 2 / t :=
    div_nonneg (div_nonneg (Finset.sum_nonneg fun _ _ => sq_nonneg _) (sq_nonneg _)) ht.le
  have e : (∑ a, w a ^ 2) / w b ^ 2 / t * (Real.exp (-t * l b) * w b ^ 2) =
      Real.exp (-t * l b) / t * ∑ a, w a ^ 2 := by field_simp
  have h3 := mul_le_mul_of_nonneg_left h2 hd
  rw [e] at h3
  refine (spectralMean_compare (fun h => hb (congrFun h b)) t _).1.2 ?_
  simp only [← sub_sub, sub_mul _ (_ / t), Finset.sum_sub_distrib, ← Finset.mul_sum]
  exact sub_nonpos.2 (h1.trans h3)
```

## From trial states to the quotient

The propagator is the actual matrix exponential, without a time-step approximation.

```lean
variable [DecidableEq n] [Fintype κ]

/-- The imaginary-time propagator `exp(-tH)`. -/
def propagator (H : Matrix n n ℝ) (t : ℝ) : Matrix n n ℝ := NormedSpace.exp ((-t) • H)
```

Both $N(t)$ and $H(t)$ are instances of one construction, the matrix of an operator between the trial states. The type `κ` labels these states and `n` labels the basis.

```lean
/-- The matrix `⟨f_i, A f_j⟩` of an operator between the trial states. -/
def projected (f : κ → n → ℝ) (A : Matrix n n ℝ) : Matrix κ κ ℝ :=
  Matrix.of fun i j => f i ⬝ᵥ A *ᵥ f j
```

A coefficient vector $c$ gives the trial state $\psi_c=\sum_i c_if_i$.

```lean
/-- The trial state `∑ c_i f_i` with coefficients `c`. -/
def trial (f : κ → n → ℝ) : (κ → ℝ) →ₗ[ℝ] (n → ℝ) := Fintype.linearCombination ℝ f
```

The quotient is the energy expectation value of $e^{-tH/2}\psi_c$, normalised.

```lean
/-- The quotient `cᵀ H(t) c / cᵀ N(t) c`, for linearly independent `f` and nonzero `c`. -/
def rayleigh (H : Matrix n n ℝ) (f : κ → n → ℝ) (t : ℝ) (c : κ → ℝ) : ℝ :=
  (c ⬝ᵥ projected f (H * propagator H t) *ᵥ c) / (c ⬝ᵥ projected f (propagator H t) *ᵥ c)
```

Its infimum over nonzero $c$ is the lowest Ritz value.

```lean
/-- The infimum of the quotient over nonzero coefficient vectors. -/
def lowestRitz (H : Matrix n n ℝ) (f : κ → n → ℝ) (t : ℝ) : ℝ :=
  ⨅ c : {c : κ → ℝ // c ≠ 0}, rayleigh H f t c
```

Write $H=UDU^T$, with orthonormal eigenvectors in the columns of $U$ and the eigenvalues $l_a$ in the diagonal matrix $D$. Then $e^{-tH}=Ue^{-tD}U^T$. With $w=U^T\psi_c$,

$$c^TN(t)c=\psi_c^Te^{-tH}\psi_c=\sum_a e^{-tl_a}w_a^2,\qquad c^TH(t)c=\sum_a l_ae^{-tl_a}w_a^2,$$

so the quotient is $M_w(t)$. Linear independence gives $\psi_c\ne0$ for $c\neq0$, hence $w\ne0$.

If $Hv=Ev$ and $v\cdot\psi_c\ne0$, then $\sum_a(U^Tv)_aw_a\ne0$, so some $a$ has both factors nonzero. Since $DU^Tv=E\,U^Tv$, that level has $l_a=E$. In the proof, `hexp` diagonalises the propagator, `hform` passes from $c$ to $\psi_c$, and `hquad` expands the quadratic form.

```lean
/-- For linearly independent `f` there are amplitudes `A c`, not all zero when `c ≠ 0`, with which
the quotient is the spectral mean of the eigenvalues of `H`. If the trial state of `c` overlaps an
eigenvector with eigenvalue `E`, some level equal to `E` has nonzero amplitude. -/
theorem eigenbasis_amplitudes {H : Matrix n n ℝ} (hH : H.IsHermitian) {f : κ → n → ℝ}
    (hf : LinearIndependent ℝ f) : ∃ A : (κ → ℝ) → (n → ℝ), (∀ c ≠ 0, A c ≠ 0) ∧
      (∀ t c, rayleigh H f t c = spectralMean hH.eigenvalues (A c) t) ∧
      ∀ c E v, H *ᵥ v = E • v → v ⬝ᵥ trial f c ≠ 0 →
        ∃ a, hH.eigenvalues a = E ∧ A c a ≠ 0 := by
  obtain ⟨U, hU, hD⟩ : ∃ U : Matrix n n ℝ, Uᵀ * U = 1 ∧
      H = U * diagonal hH.eigenvalues * Uᵀ := by
    refine ⟨hH.eigenvectorUnitary, ?_, ?_⟩
    · have h := Matrix.mem_unitaryGroup_iff'.1 hH.eigenvectorUnitary.2
      rw [star_eq_conjTranspose, conjTranspose_eq_transpose_of_trivial] at h
      exact h
    · exact hH.spectral_theorem.trans (by rw [Unitary.conjStarAlgAut_apply]; rfl)
  generalize hH.eigenvalues = l at hD ⊢
  have hU' : U * Uᵀ = 1 := mul_eq_one_comm.1 hU
  have hinv : U⁻¹ = Uᵀ := Matrix.inv_eq_left_inv hU
  have hHU : H * U = U * diagonal l := by rw [hD, mul_assoc, hU, mul_one]
  have hUH : Uᵀ * H = diagonal l * Uᵀ := by rw [hD, ← mul_assoc, ← mul_assoc, hU, one_mul]
  have hexp (t : ℝ) : propagator H t = U * diagonal (fun a => Real.exp (-t * l a)) * Uᵀ := by
    have e : (-t) • H = U * diagonal (fun a => -t * l a) * U⁻¹ := by
      have h : diagonal (fun a => -t * l a) = (-t) • diagonal l := Matrix.diagonal_smul (-t) l
      rw [hinv, h, Matrix.mul_smul, Matrix.smul_mul, ← hD]
    rw [propagator, e, Matrix.exp_conj _ _ ⟨⟨U, Uᵀ, hU', hU⟩, rfl⟩, Matrix.exp_diagonal, hinv,
      Pi.exp_def]
    simp only [Real.exp_eq_exp_ℝ]
  have hHexp (t : ℝ) : H * propagator H t =
      U * diagonal (fun a => l a * Real.exp (-t * l a)) * Uᵀ := by
    rw [hexp, ← mul_assoc, ← mul_assoc, hHU, mul_assoc U (diagonal l), diagonal_mul_diagonal]
  have hquad (d x : n → ℝ) : x ⬝ᵥ (U * diagonal d * Uᵀ) *ᵥ x = ∑ a, d a * (Uᵀ *ᵥ x) a ^ 2 := by
    rw [← mulVec_mulVec, ← mulVec_mulVec, dotProduct_mulVec, ← mulVec_transpose]
    simp only [dotProduct, mulVec_diagonal]
    exact Finset.sum_congr rfl fun _ _ => by ring
  have hform (B : Matrix n n ℝ) (c : κ → ℝ) :
      c ⬝ᵥ projected f B *ᵥ c = trial f c ⬝ᵥ B *ᵥ trial f c := by
    have hT : trial f c = c ᵥ* Matrix.of f := by
      ext a; simp [trial, Fintype.linearCombination_apply, vecMul, dotProduct]
    have hP : projected f B = Matrix.of f * (B * (Matrix.of f)ᵀ) := rfl
    rw [hP, hT, ← mulVec_mulVec, ← mulVec_mulVec, dotProduct_mulVec, mulVec_transpose]
  refine ⟨fun c => Uᵀ *ᵥ trial f c, fun c hc h => ?_, fun t c => ?_, fun c E v hv => ?_⟩
  · have h2 := congrArg (U *ᵥ ·) h
    simp only [mulVec_mulVec, hU', one_mulVec, mulVec_zero] at h2
    exact hc (linearIndependent_iff_injective_fintypeLinearCombination.1 hf
      (h2.trans (map_zero (trial f)).symm))
  · rw [rayleigh, hform, hform, hHexp, hexp, hquad, hquad]
    simp only [spectralMean, mul_assoc]
  · have hl : diagonal l *ᵥ (Uᵀ *ᵥ v) = E • (Uᵀ *ᵥ v) := by
      rw [mulVec_mulVec, ← hUH, ← mulVec_mulVec, hv, mulVec_smul]
    have hx : v ⬝ᵥ trial f c = (Uᵀ *ᵥ v) ⬝ᵥ (Uᵀ *ᵥ trial f c) := by
      rw [mulVec_transpose U v, ← dotProduct_mulVec, mulVec_mulVec, hU', one_mulVec]
    rw [hx, dotProduct]
    intro hs
    obtain ⟨a, -, ha⟩ := Finset.exists_ne_zero_of_sum_ne_zero hs
    have h2 := congrFun hl a
    rw [mulVec_diagonal, Pi.smul_apply, smul_eq_mul] at h2
    exact ⟨a, mul_right_cancel₀ (left_ne_zero_of_mul ha) h2, right_ne_zero_of_mul ha⟩
```

## Monotone descent to the ground state

The theorem takes a real matrix with `H.IsHermitian`, meaning symmetric, at least one trial state, and `E0` as the least eigenvalue. Monotonicity and the lower bound hold for all real $t$. The limit $t\to\infty$ assumes that some $f_i$ has nonzero overlap with some eigenvector of eigenvalue $E_0$.

Every $l_a-E_0$ is nonnegative, so each quotient is at least $E_0$, and so is the infimum. Each quotient is nonincreasing, and the infimum inherits this. For the limit, choose $c$ to select the overlapping $f_i$ alone; for $t>0$ the infimum then lies between $E_0$ and $E_0+C/t$. Here $C=\sum_a w_a^2/w_b^2$ does not depend on $t$, with $w=U^Tf_i$ and $b$ a level with $l_b=E_0$ and $w_b\ne0$.

The overlap condition matters: for $H=\mathrm{diag}(0,1)$ and the single trial state $f_1=(0,1)$, the quotient is $1$ at every $t$, although $E_0=0$.

With exact matrices $N(t)$ and $H(t)$, longer projection therefore never worsens this estimate of the ground-state energy. The argument uses the same trial states on both sides of $e^{-tH}$; a mixed estimator, with a different state on the left, need not be monotone. Sampling noise and the higher Ritz values, which estimate excited states, are not treated.

```lean
/-- For linearly independent trial states, the lowest Ritz value is nonincreasing in `t` and at
least the lowest eigenvalue `E0`; as `t → ∞` it tends to `E0` if some trial state overlaps an
eigenvector with eigenvalue `E0`. -/
theorem lowestRitz_convergence [Nonempty κ] {H : Matrix n n ℝ} (hH : H.IsHermitian)
    {f : κ → n → ℝ} (hf : LinearIndependent ℝ f) {E0 : ℝ}
    (hE : IsLeast (Set.range hH.eigenvalues) E0) :
    Antitone (lowestRitz H f) ∧ (∀ t, E0 ≤ lowestRitz H f t) ∧
    ((∃ i v, H *ᵥ v = E0 • v ∧ v ⬝ᵥ f i ≠ 0) → Tendsto (lowestRitz H f) atTop (𝓝 E0)) := by
  classical
  obtain ⟨A, hA, hr, ho⟩ := eigenbasis_amplitudes hH hf
  have : Nonempty {c : κ → ℝ // c ≠ 0} := ⟨⟨1, one_ne_zero⟩⟩
  have hl (t : ℝ) (c : {c : κ → ℝ // c ≠ 0}) : E0 ≤ rayleigh H f t c := by
    rw [hr]
    exact (spectralMean_compare (hA c c.2) t E0).2.2 (Finset.sum_nonneg fun a _ =>
      mul_nonneg (sub_nonneg.2 (hE.2 ⟨a, rfl⟩)) (by positivity))
  have hb (t : ℝ) : BddBelow (Set.range fun c : {c : κ → ℝ // c ≠ 0} => rayleigh H f t c) :=
    ⟨E0, by rintro _ ⟨c, rfl⟩; exact hl t c⟩
  refine ⟨fun s t hst => ciInf_mono (hb t) fun c => ?_, fun t => le_ciInf (hl t), ?_⟩
  · rw [hr, hr]
    exact spectralMean_antitone (hA c c.2) hst
  rintro ⟨i, v, hv, hi⟩
  -- the single trial state `f i` already gives an upper bound `E0 + C/t`
  have hs : (Pi.single i 1 : κ → ℝ) ≠ 0 := fun h => by simpa using congrFun h i
  have hf1 : trial f (Pi.single i 1) = f i := by
    simp [trial, Fintype.linearCombination_apply_single]
  obtain ⟨b, hb0, hw⟩ := ho (Pi.single i 1) E0 v hv (by rwa [hf1])
  have hlim (C : ℝ) : Tendsto (fun t : ℝ => E0 + C / t) atTop (𝓝 E0) := by
    simpa using (tendsto_const_nhds (x := E0)).add
      ((tendsto_const_nhds (x := C)).div_atTop tendsto_id)
  refine tendsto_of_tendsto_of_tendsto_of_le_of_le' tendsto_const_nhds
    (hlim ((∑ a, A (Pi.single i 1) a ^ 2) / A (Pi.single i 1) b ^ 2))
    (Eventually.of_forall fun t => le_ciInf (hl t))
    ((eventually_gt_atTop 0).mono fun t ht => ?_)
  have h := spectralMean_le_add (l := hH.eigenvalues) hw ht
  rw [← hr, hb0] at h
  exact (ciInf_le (hb t) ⟨_, hs⟩).trans h

end

end CorrelationFunctionMonteCarlo
```

```lean
#print axioms CorrelationFunctionMonteCarlo.lowestRitz_convergence
```

```
'CorrelationFunctionMonteCarlo.lowestRitz_convergence' depends on axioms: [propext, Classical.choice, Quot.sound]
```
